# Second-order correlation energy of the Hubbard dimer at fixed density

Suppose the correlation energy of two electrons on two sites is known at half filling with equal occupations, and the same number is then used when the occupations are unequal. At weak repulsion and occupations 1.6 and 0.4, the result is about three times too large in magnitude. A correlation energy that doesn't depend on the density also contributes nothing to the Kohn-Sham potential. What is missing is the dependence on density at the first order where correlation appears, the second order in the repulsion.

Let the sites have occupations \(1+x\) and \(1-x\) with \(|x|<1\), hopping \(t>0\) and on-site repulsion \(U\). Let \(F_U(x)\) be the lowest expectation value of hopping plus repulsion at that density. The correlation energy is
\[
E_c(U)=F_U(x)-F_0(x)-\tfrac12U(1+x^2).
\]
The last term is the repulsion in the non-interacting state of the same density, that is, Hartree plus exchange. The reference is therefore this Kohn-Sham state and not the Hartree-Fock ground state. The claim is
\[
\lim_{U\downarrow0}\frac{E_c(U)}{U^2}=-\frac{(1-x^2)^{5/2}}{16t},
\]
and the second-order value is a lower bound on \(E_c(U)\) for every \(U\ge0\). An approximate lattice functional that is correct to second order must reproduce this coefficient when applied to two electrons on two sites.

## The energy as a function of one parameter

A real singlet state has amplitudes \(a\) and \(b\) for both electrons on site 1 or site 2, and \(c\) for one electron on each site. Its energy is
\[
E=-2\sqrt2\,t\,c(a+b)+U(a^2+b^2),
\]
with \(a^2+b^2+c^2=1\) and \(a^2-b^2=x\). Put \(w=\sqrt{1-x^2}\), \(p=a+b\), \(d=a-b\), \(z=p^2-1\) and \(v=\sqrt2\,cp\). Then \(pd=x\) and \(a^2+b^2=(p^2+d^2)/2\), so
\[
v^2=2p^2\Bigl(1-\frac{p^2+d^2}{2}\Bigr)=2p^2-p^4-x^2=w^2-z^2 .
\]
From \(d^2(1+z)=x^2\), multiplied by \(1-z\), we get \(d^2=x^2-x^2z+d^2z^2\), and hence
\[
a^2+b^2=\frac{1+z+d^2}{2}=\frac{1+x^2}{2}+\frac{w^2z+d^2z^2}{2}.
\]

**Lower bound.** Since \(2w(w-v)-z^2=(w-v)^2\ge0\), we have \(w-v\ge z^2/(2w)\). For \(U\ge0\) the term with \(d^2z^2\) is non-negative, so
\[
E+2tw-\frac{U(1+x^2)}2\ \ge\ \frac{t z^2}{w}+\frac{Uw^2z}{2}
=\frac tw\Bigl(z+\frac{Uw^3}{4t}\Bigr)^2-\frac{U^2w^5}{16t}
\ \ge\ -\frac{U^2w^5}{16t}.
\]

**Upper bound.** Conversely, if \(z>-1\) and \(z^2\le w^2\), the choice \(p=\sqrt{1+z}\), \(d=x/p\), \(c=\sqrt{w^2-z^2}/(\sqrt2\,p)\) gives an allowed state. At \(U=0\), the state with \(z=0\) has energy \(-2tw\), which meets the lower bound, so \(F_0=-2tw\). In general,
\[
E_c\le 2t\bigl(w-\sqrt{w^2-z^2}\bigr)+\frac U2\Bigl(w^2z+\frac{x^2z^2}{1+z}\Bigr).
\]
The completed square suggests \(z=-kU\) with \(k=w^3/(4t)\), which is allowed for \(0<U<w/k\). Using \(w-\sqrt{w^2-z^2}=z^2/(w+\sqrt{w^2-z^2})\) and dividing by \(U^2\),
\[
\frac{E_c}{U^2}\le\frac{2tk^2}{w+\sqrt{w^2-k^2U^2}}-\frac{w^2k}{2}+\frac{Ux^2k^2}{2(1-kU)} .
\]
As \(U\downarrow0\) the right side tends to \(tk^2/w-w^2k/2=w^5/(16t)-w^5/(8t)=-w^5/(16t)\). The two bounds have the same limit.

**Without hopping.** At \(t=0\) and \(x=0\) the state \(c=1\) has no repulsion, so \(F_U=F_0=0\) and \(E_c=-U/2\). Then \(E_c/U^2=-1/(2U)\) diverges, so \(t=0\) has to be excluded.

## The dimer in Lean

```lean
import Mathlib

open Matrix Filter Topology

namespace HubbardDimerCorrelation

noncomputable section
```

The Hamiltonian is a real 3×3 matrix. Its indices 0, 1, 2 belong to the amplitudes \(a,b,c\), and the factor \(\sqrt2\) comes from the normalised singlet with one electron on each site.

```lean
/-- Singlet Hamiltonian of the Hubbard dimer with hopping `t` and repulsion `U`, in the basis
(both electrons on site 1, both on site 2, one on each site). -/
def singletH (t U : ℝ) : Matrix (Fin 3) (Fin 3) ℝ :=
  !![U, 0, -(√2 * t); 0, U, -(√2 * t); -(√2 * t), -(√2 * t), 0]

/-- Expectation value of the singlet Hamiltonian in the real state `ψ`. -/
def energy (t U : ℝ) (ψ : Fin 3 → ℝ) : ℝ := ψ ⬝ᵥ (singletH t U *ᵥ ψ)
```

The set `states x` contains the two constraints. The occupation of site 1 is \(2a^2+c^2=1+a^2-b^2\), so `x` is half the difference between the occupations.

```lean
/-- Real normalised singlet states with site occupations `1 + x` and `1 - x`. -/
def states (x : ℝ) : Set (Fin 3 → ℝ) :=
  {ψ | ψ 0 ^ 2 + ψ 1 ^ 2 + ψ 2 ^ 2 = 1 ∧ ψ 0 ^ 2 - ψ 1 ^ 2 = x}
```

The functional is defined as an infimum, and `correlation` is \(E_c\).

```lean
/-- The density functional: the lowest energy at fixed density, for `|x| ≤ 1`. -/
def F (t U x : ℝ) : ℝ := sInf (energy t U '' states x)

/-- Correlation energy at fixed density, for `t > 0` and `|x| ≤ 1`: what remains of the functional
after the non-interacting kinetic energy and the first-order repulsion are subtracted. -/
def correlation (t U x : ℝ) : ℝ := F t U x - F t 0 x - U * (1 + x ^ 2) / 2
```

The step from this model to the two-electron dimer is the identification of its density functional with the minimum over real singlets of this matrix. That identification is built into the definitions and is not derived from a fermionic Hamiltonian.

## Explicit states and the existence of a minimum

The matrix expression is first expanded into the formula for \(E\).

```lean
/-- The energy written out in the three amplitudes. -/
theorem energy_eq (t U : ℝ) (ψ : Fin 3 → ℝ) :
    energy t U ψ = -2 * √2 * t * ψ 2 * (ψ 0 + ψ 1) + U * (ψ 0 ^ 2 + ψ 1 ^ 2) := by
  simp [energy, singletH, Matrix.mulVec, dotProduct, Fin.sum_univ_three]
  ring
```

The next lemma builds the state with a given \(z\). It obtains `p`, `d` and `c` from their defining equations, and `linear_combination` then verifies normalisation, density and energy. Normalisation is checked after multiplication by \(2p^2\), which is non-zero.

```lean
/-- For `z > -1` and `z² ≤ 1 - x²` there is a state of the given density whose energy is
an explicit function of `z`. -/
theorem exists_state (t U : ℝ) {x z : ℝ} (hz : -1 < z) (h : z ^ 2 ≤ 1 - x ^ 2) :
    ∃ ψ ∈ states x, energy t U ψ =
      -2 * t * √(1 - x ^ 2 - z ^ 2) + U * (1 + z + x ^ 2 / (1 + z)) / 2 := by
  have hz1 : 0 < 1 + z := by linarith
  have h2 : √2 ^ 2 = (2 : ℝ) := Real.sq_sqrt (by norm_num)
  have hv2 : √(1 - x ^ 2 - z ^ 2) ^ 2 = 1 - x ^ 2 - z ^ 2 := Real.sq_sqrt (by linarith)
  generalize √(1 - x ^ 2 - z ^ 2) = v at hv2 ⊢
  -- p and d are the sum and the difference of the two ionic amplitudes
  obtain ⟨p, hp, hp2⟩ : ∃ p : ℝ, 0 < p ∧ p ^ 2 = 1 + z :=
    ⟨√(1 + z), Real.sqrt_pos.2 hz1, Real.sq_sqrt hz1.le⟩
  obtain ⟨d, hpd⟩ : ∃ d : ℝ, p * d = x := ⟨x / p, by field_simp⟩
  obtain ⟨c, hc⟩ : ∃ c : ℝ, √2 * c * p = v := ⟨v / (√2 * p), by field_simp⟩
  have hd2 : d ^ 2 = x ^ 2 / (1 + z) := by
    rw [eq_div_iff hz1.ne', ← hp2, ← hpd]
    ring
  refine ⟨![(p + d) / 2, (p - d) / 2, c], ⟨?_, ?_⟩, ?_⟩
  · change ((p + d) / 2) ^ 2 + ((p - d) / 2) ^ 2 + c ^ 2 = 1
    have hpp : 2 * p ^ 2 ≠ 0 := by positivity
    apply mul_left_cancel₀ hpp
    linear_combination (p * d + x) * hpd + (√2 * c * p + v) * hc - c ^ 2 * p ^ 2 * h2
      + hv2 + (p ^ 2 - 1 + z) * hp2
  · change ((p + d) / 2) ^ 2 - ((p - d) / 2) ^ 2 = x
    linear_combination hpd
  · rw [energy_eq, ← hd2]
    change -2 * √2 * t * c * ((p + d) / 2 + (p - d) / 2)
      + U * (((p + d) / 2) ^ 2 + ((p - d) / 2) ^ 2) = _
    linear_combination (-2 * t) * hc + U / 2 * hp2
```

For \(|x|\le1\) the infimum is attained. The constraint set is closed and lies in the cube \([-1,1]^3\), so it is compact; the energy is continuous; and the state with \(z=0\) shows that the set is not empty.

```lean
/-- For `|x| ≤ 1` the density functional is a true minimum: some state attains it. -/
theorem isLeast_F (t U : ℝ) {x : ℝ} (hx : |x| ≤ 1) :
    IsLeast (energy t U '' states x) (F t U x) := by
  have hx2 : x ^ 2 ≤ 1 := (sq_le_one_iff_abs_le_one x).2 hx
  -- the constraint set is closed and lies in a cube
  have hcomp : IsCompact (states x) := by
    have h1 : IsClosed {ψ : Fin 3 → ℝ | ψ 0 ^ 2 + ψ 1 ^ 2 + ψ 2 ^ 2 = 1} :=
      isClosed_eq (by fun_prop) (by fun_prop)
    have h2 : IsClosed {ψ : Fin 3 → ℝ | ψ 0 ^ 2 - ψ 1 ^ 2 = x} :=
      isClosed_eq (by fun_prop) (by fun_prop)
    refine IsCompact.of_isClosed_subset
      (isCompact_Icc (a := fun _ : Fin 3 => (-1 : ℝ)) (b := fun _ => 1)) (h1.inter h2) ?_
    rintro ψ ⟨hn, -⟩
    have hi : ∀ i, ψ i ^ 2 ≤ 1 := by
      intro i
      have h := Finset.single_le_sum (f := fun j => ψ j ^ 2)
        (fun j _ => sq_nonneg (ψ j)) (Finset.mem_univ i)
      simp only [Fin.sum_univ_three] at h
      exact h.trans hn.le
    exact ⟨fun i => (abs_le.1 ((sq_le_one_iff_abs_le_one _).1 (hi i))).1,
      fun i => (abs_le.1 ((sq_le_one_iff_abs_le_one _).1 (hi i))).2⟩
  have hcont : Continuous (energy t U) := by
    rw [funext (energy_eq t U)]
    fun_prop
  obtain ⟨ψ, hψ, -⟩ := exists_state t U (x := x) (z := 0) (by norm_num) (by linarith)
  exact (hcomp.image hcont).isLeast_sInf ⟨_, ψ, hψ, rfl⟩
```

## Bounds on the correlation energy

`energy_ge` is the lower bound for each single state. In the code, `hvz` is the circle \(v^2+z^2=w^2\), `hs` is the formula for \(a^2+b^2\), `h1` is the estimate of \(w-v\), and `h3` and `h4` complete the square. The power \(5/2\) is written as the fifth power of \(\sqrt{1-x^2}\).

```lean
/-- For `t > 0`, `U ≥ 0` and `|x| < 1`, every state of the given density has at least the
energy of second-order perturbation theory. -/
theorem energy_ge {t U x : ℝ} (ht : 0 < t) (hU : 0 ≤ U) (hx : |x| < 1)
    {ψ : Fin 3 → ℝ} (hψ : ψ ∈ states x) :
    -2 * t * √(1 - x ^ 2) + U * (1 + x ^ 2) / 2 - U ^ 2 * √(1 - x ^ 2) ^ 5 / (16 * t)
      ≤ energy t U ψ := by
  have hx2 : x ^ 2 < 1 := (sq_lt_one_iff_abs_lt_one x).2 hx
  have hw : 0 < √(1 - x ^ 2) := Real.sqrt_pos.2 (by linarith)
  have hw2 : √(1 - x ^ 2) ^ 2 = 1 - x ^ 2 := Real.sq_sqrt (by linarith)
  have h2 : √2 ^ 2 = (2 : ℝ) := Real.sq_sqrt (by norm_num)
  obtain ⟨hn, hd⟩ := hψ
  rw [energy_eq]
  generalize √(1 - x ^ 2) = w at hw hw2 ⊢
  generalize ψ 0 = a at hn hd ⊢
  generalize ψ 1 = b at hn hd ⊢
  generalize ψ 2 = c at hn ⊢
  obtain ⟨v, hv⟩ : ∃ v, v = √2 * c * (a + b) := ⟨_, rfl⟩
  obtain ⟨z, hz⟩ : ∃ z, z = (a + b) ^ 2 - 1 := ⟨_, rfl⟩
  -- the constraints put (v, z) on a circle of radius w
  have hvz : v ^ 2 + z ^ 2 = w ^ 2 := by
    rw [hv, hz]
    linear_combination c ^ 2 * (a + b) ^ 2 * h2 + 2 * (a + b) ^ 2 * hn
      - (a ^ 2 - b ^ 2 + x) * hd - hw2
  have hs : a ^ 2 + b ^ 2 = (1 + x ^ 2) / 2 + (w ^ 2 * z + (a - b) ^ 2 * z ^ 2) / 2 := by
    rw [hz]
    linear_combination (-((a + b) ^ 2 - 1) / 2) * hw2
      + (1 - ((a + b) ^ 2 - 1)) / 2 * (a ^ 2 - b ^ 2 + x) * hd
  have h1 : z ^ 2 / (2 * w) ≤ w - v := by
    rw [div_le_iff₀ (by positivity)]
    nlinarith [sq_nonneg (w - v)]
  -- completing the square in z
  have h3 : 0 ≤ t / w * (z + U * w ^ 3 / (4 * t)) ^ 2 := by positivity
  have h4 : t / w * (z + U * w ^ 3 / (4 * t)) ^ 2
      = 2 * t * (z ^ 2 / (2 * w)) + U * w ^ 2 * z / 2 + U ^ 2 * w ^ 5 / (16 * t) := by
    field_simp
    ring
  have h5 : 2 * t * (z ^ 2 / (2 * w)) ≤ 2 * t * (w - v) :=
    mul_le_mul_of_nonneg_left h1 (by positivity)
  have h6 : 0 ≤ U * ((a - b) ^ 2 * z ^ 2) := by positivity
  have e : -2 * √2 * t * c * (a + b) + U * (a ^ 2 + b ^ 2) = -2 * t * v
      + U * ((1 + x ^ 2) / 2 + (w ^ 2 * z + (a - b) ^ 2 * z ^ 2) / 2) := by
    linear_combination (2 * t) * hv + U * hs
  rw [e]
  linarith
```

At \(U=0\) this bound and the state with \(z=0\) fix the non-interacting functional.

```lean
/-- Without repulsion the functional is `-2t √(1 - x²)`, for `t > 0` and `|x| < 1`. -/
theorem F_zero {t x : ℝ} (ht : 0 < t) (hx : |x| < 1) : F t 0 x = -2 * t * √(1 - x ^ 2) := by
  have hx2 : x ^ 2 < 1 := (sq_lt_one_iff_abs_lt_one x).2 hx
  have hF := isLeast_F t 0 hx.le
  apply le_antisymm
  · obtain ⟨ψ, hψ, he⟩ := exists_state t 0 (x := x) (z := 0) (by norm_num) (by linarith)
    have h0 : 1 - x ^ 2 - (0 : ℝ) ^ 2 = 1 - x ^ 2 := by ring
    rw [h0, zero_mul, zero_div, add_zero] at he
    exact he ▸ hF.2 ⟨ψ, hψ, rfl⟩
  · obtain ⟨ψ, hψ, he⟩ := hF.1
    have h := energy_ge ht le_rfl hx hψ
    have e : (0 : ℝ) ^ 2 * √(1 - x ^ 2) ^ 5 / (16 * t) = 0 := by simp
    rw [e] at h
    linarith
```

Applied to a minimising state, the same bound gives the inequality for \(E_c\) at every \(U\ge0\).

```lean
/-- For `t > 0`, `|x| < 1` and every `U ≥ 0`, the correlation energy is bounded below by its
second-order value. -/
theorem correlation_ge {t U x : ℝ} (ht : 0 < t) (hU : 0 ≤ U) (hx : |x| < 1) :
    -(U ^ 2 * √(1 - x ^ 2) ^ 5 / (16 * t)) ≤ correlation t U x := by
  obtain ⟨ψ, hψ, he⟩ := (isLeast_F t U hx.le).1
  have h := energy_ge ht hU hx hψ
  rw [correlation, F_zero ht hx]
  linarith
```

The explicit states give the upper bound, with \(z\) still free.

```lean
/-- Variational upper bound on the correlation energy for `t > 0` and `|x| < 1`, with a trial
parameter `z > -1`, `z² ≤ 1 - x²`. -/
theorem correlation_le {t x z : ℝ} (U : ℝ) (ht : 0 < t) (hx : |x| < 1) (hz : -1 < z)
    (h : z ^ 2 ≤ 1 - x ^ 2) :
    correlation t U x ≤ 2 * t * (√(1 - x ^ 2) - √(1 - x ^ 2 - z ^ 2))
      + U * ((1 - x ^ 2) * z + x ^ 2 / (1 + z) * z ^ 2) / 2 := by
  obtain ⟨ψ, hψ, he⟩ := exists_state t U hz h
  have h1 : F t U x ≤ energy t U ψ := (isLeast_F t U hx.le).2 ⟨ψ, hψ, rfl⟩
  have hz1 : 1 + z ≠ 0 := by
    have : 0 < 1 + z := by linarith
    exact this.ne'
  have e : x ^ 2 / (1 + z) * z ^ 2 = x ^ 2 / (1 + z) - x ^ 2 + x ^ 2 * z := by
    field_simp
    ring
  rw [he] at h1
  rw [correlation, F_zero ht hx, e]
  linarith
```

## The limit of vanishing repulsion

The final theorem states that \(E_c/U^2\) converges to \(-w^5/(16t)\) along `𝓝[>] 0`, the filter of neighbourhoods of 0 restricted to \(U>0\). The function `g` is the upper bound on \(E_c/U^2\) derived above; `hcont` shows that it is continuous at 0, and `hval` computes its value there.

```lean
/-- Second-order correlation energy at fixed density: for `t > 0` and `|x| < 1`, the
correlation energy divided by `U²` tends to `-(1 - x²)^(5/2) / (16 t)` as `U` decreases to 0. -/
theorem correlation_second_order {t x : ℝ} (ht : 0 < t) (hx : |x| < 1) :
    Tendsto (fun U => correlation t U x / U ^ 2) (𝓝[>] 0)
      (𝓝 (-(√(1 - x ^ 2) ^ 5) / (16 * t))) := by
  have hx2 : x ^ 2 < 1 := (sq_lt_one_iff_abs_lt_one x).2 hx
  obtain ⟨w, hwdef⟩ : ∃ w, w = √(1 - x ^ 2) := ⟨_, rfl⟩
  have hw : 0 < w := hwdef ▸ Real.sqrt_pos.2 (by linarith)
  have hw2 : w ^ 2 = 1 - x ^ 2 := by rw [hwdef]; exact Real.sq_sqrt (by linarith)
  have hw1 : w ≤ 1 := by nlinarith [sq_nonneg x]
  rw [← hwdef]
  -- the trial parameter z = -k U is optimal to leading order in U
  obtain ⟨k, hkdef⟩ : ∃ k, k = w ^ 3 / (4 * t) := ⟨_, rfl⟩
  have hk : 0 < k := by rw [hkdef]; positivity
  obtain ⟨g, hg⟩ : ∃ g : ℝ → ℝ, g = fun U => 2 * t * k ^ 2 / (w + √(1 - x ^ 2 - (-(k * U)) ^ 2))
      - (1 - x ^ 2) * k / 2 + U * (x ^ 2 / (1 + -(k * U))) * k ^ 2 / 2 := ⟨_, rfl⟩
  have hcont : ContinuousAt g 0 := by
    have hA : ContinuousAt
        (fun U : ℝ => 2 * t * k ^ 2 / (w + √(1 - x ^ 2 - (-(k * U)) ^ 2))) 0 :=
      ContinuousAt.div (by fun_prop) (by fun_prop)
        (add_pos_of_pos_of_nonneg hw (Real.sqrt_nonneg _)).ne'
    have hB : ContinuousAt (fun U : ℝ => x ^ 2 / (1 + -(k * U))) 0 :=
      ContinuousAt.div (by fun_prop) (by fun_prop) (by simp)
    rw [hg]
    exact (hA.sub continuousAt_const).add
      (((continuousAt_id.mul hB).mul continuousAt_const).div_const 2)
  have hval : g 0 = -(w ^ 5) / (16 * t) := by
    have e0 : √(1 - x ^ 2 - (-(k * 0)) ^ 2) = w := by
      rw [hwdef]
      congr 1
      ring
    simp only [hg]
    rw [e0, ← hw2, zero_mul, zero_mul, zero_div, add_zero, ← two_mul, hkdef]
    field_simp
    ring
  have hlim : Tendsto g (𝓝[>] 0) (𝓝 (-(w ^ 5) / (16 * t))) := by
    rw [← hval]
    exact hcont.tendsto.mono_left nhdsWithin_le_nhds
  refine tendsto_of_tendsto_of_tendsto_of_le_of_le' tendsto_const_nhds hlim ?_ ?_
  · filter_upwards [self_mem_nhdsWithin] with U hU
    have hU0 : 0 < U := hU
    have h := correlation_ge ht hU0.le hx
    rw [← hwdef] at h
    rw [le_div_iff₀ (pow_pos hU0 2)]
    have e : -(w ^ 5) / (16 * t) * U ^ 2 = -(U ^ 2 * w ^ 5 / (16 * t)) := by ring
    rw [e]
    exact h
  · filter_upwards [Ioo_mem_nhdsGT (show (0 : ℝ) < w / k by positivity)] with U hU
    have hU0 : 0 < U := hU.1
    have hkU : k * U < w := by
      have := (lt_div_iff₀ hk).1 hU.2
      linarith
    have hkU0 : 0 < k * U := mul_pos hk hU0
    have hz2 : (-(k * U)) ^ 2 ≤ 1 - x ^ 2 := by
      rw [← hw2, neg_sq]
      exact pow_le_pow_left₀ hkU0.le hkU.le 2
    have h := correlation_le U ht hx (z := -(k * U)) (by linarith) hz2
    rw [← hwdef] at h
    rw [div_le_iff₀ (pow_pos hU0 2)]
    refine h.trans (le_of_eq ?_)
    simp only [hg]
    have hv2 : √(1 - x ^ 2 - (-(k * U)) ^ 2) ^ 2 = 1 - x ^ 2 - (-(k * U)) ^ 2 :=
      Real.sq_sqrt (by linarith)
    have hv0 := Real.sqrt_nonneg (1 - x ^ 2 - (-(k * U)) ^ 2)
    generalize √(1 - x ^ 2 - (-(k * U)) ^ 2) = v at hv2 hv0 ⊢
    have e1 : w - v = (k * U) ^ 2 / (w + v) := by
      rw [eq_div_iff (add_pos_of_pos_of_nonneg hw hv0).ne']
      linear_combination hw2 - hv2
    rw [e1]
    ring

end

end HubbardDimerCorrelation
```

The squeeze is done by `tendsto_of_tendsto_of_tendsto_of_le_of_le'`. It takes two functions with a common limit and concludes that anything between them has that limit too. The prime at the end of the name matters: in this version the inequalities need to hold only eventually along the filter, not for every \(U\). That is enough here, because the construction of the trial state with \(z=-kU\) requires \(kU\le w\) and \(kU<1\).

Each inequality is supplied by a `filter_upwards` step. For the lower bound, `self_mem_nhdsWithin` provides \(U>0\), which is all that `correlation_ge` needs. For the upper bound, `Ioo_mem_nhdsGT` provides \(0<U<w/k\), and `correlation_le` applies there.

```lean
#print axioms HubbardDimerCorrelation.correlation_second_order
```

```
'HubbardDimerCorrelation.correlation_second_order' depends on axioms: [propext, Classical.choice, Quot.sound]
```
